# Pair energies that solve Richardson's equations give solutions of $Hu=(\sum E)u$ for the pairing Hamiltonian

Fermions that hop in pairs between finitely many levels, with one coupling $g$ for all pairs of levels, can be modelled by explicit fermion operators or by the commutation relations of their pair operators; the relations are used here. For each level $a$, `Kp a`, `Km a` and `Kz a` are linear maps $K^+_a,K^-_a,K^z_a$ on a complex vector space `V` of any dimension. The case in mind is nuclear pairing or a small superconducting grain. That the fermion pair operators obey the relations is a separate check.

```lean
import Mathlib

open Module (End)

namespace RichardsonPairing

noncomputable section

variable {ι V : Type*} [Fintype ι] [DecidableEq ι] [AddCommGroup V] [Module ℂ V]
```

The structure fixes $[K^+_a,K^+_b]=0$, $[K^-_a,K^+_b]=-2\delta_{ab}K^z_a$ and $[K^z_a,K^+_b]=\delta_{ab}K^+_a$; the other commutators are not needed. The vector $v$ holds no pairs: $K^-_av=0$ and $K^z_av=-\tfrac{d_a}2v$. If it is the fermion vacuum, $d_a$ is the number of pair states in level $a$.

```lean
/-- Raising operators `Kp a` that commute with each other, their commutators with the `Km b` and the
`Kz b`, and a vector `v` that every `Km a` annihilates and that has weight `-d a / 2` under `Kz a`.
-/
structure PairingAlgebra (Kp Km Kz : ι → End ℂ V) (d : ι → ℂ) (v : V) : Prop where
  raise_raise : ∀ a b, Kp a * Kp b = Kp b * Kp a
  lower_raise : ∀ a b, Km a * Kp b - Kp b * Km a = if a = b then (-2 : ℂ) • Kz a else 0
  weight_raise : ∀ a b, Kz a * Kp b - Kp b * Kz a = if a = b then Kp a else 0
  lowest : ∀ a, Km a v = 0
  weight : ∀ a, Kz a v = (-(d a / 2)) • v
```

With $K^\pm=\sum_aK^\pm_a$, the Hamiltonian is $H=H_0-gK^+K^-$, where $H_0=\sum_a e_a(K^z_a+d_a/2)$. Here $e_a$ is the energy of a pair, twice the usual single-particle energy. All parameters may be complex.

```lean
/-- The energy of the pairs in their levels, `∑ e (Kz + d/2)`. -/
def levelEnergy (Kz : ι → End ℂ V) (e d : ι → ℂ) : End ℂ V :=
  ∑ a, e a • (Kz a + (d a / 2) • (1 : End ℂ V))

/-- The pairing Hamiltonian: level energy minus `g K+ K-` with the total ladder operators. -/
def hamiltonian (Kp Km Kz : ι → End ℂ V) (e d : ι → ℂ) (g : ℂ) : End ℂ V :=
  levelEnergy Kz e d - g • ((∑ a, Kp a) * ∑ a, Km a)
```

Define $B(E)=\sum_a K^+_a/(e_a-E)$ and $T(E)=\sum_a(-2K^z_a)/(e_a-E)$; the latter is called `gaudin`, but is not a Gaudin Hamiltonian. For a finite set $S$ of pair energies, distinct because $S$ is a set, let $\Phi(S)=\prod_{E\in S}B(E)\,v$ and

$$D_S(E)=1-g\sum_a\frac{d_a}{e_a-E}-2g\sum_{F\in S\setminus E}\frac1{E-F}.$$

```lean
/-- The creator of a pair with energy `E`, for `E` different from every level energy. -/
def pairCreator (Kp : ι → End ℂ V) (e : ι → ℂ) (E : ℂ) : End ℂ V :=
  ∑ a, (e a - E)⁻¹ • Kp a

/-- The weighted sum of `-2 Kz`, for `E` different from every level energy. -/
def gaudin (Kz : ι → End ℂ V) (e : ι → ℂ) (E : ℂ) : End ℂ V :=
  ∑ a, (e a - E)⁻¹ • ((-2 : ℂ) • Kz a)

/-- The product of the pair creators with energies in `S`, applied to `v`. -/
def pairState (Kp : ι → End ℂ V) (e : ι → ℂ) (v : V) (S : Finset ℂ) : V :=
  (S.toList.map (pairCreator Kp e)).prod v

/-- Left side minus right side of Richardson's equation for the pair energy `E`, for `E`
different from every level energy. -/
def defect (e d : ι → ℂ) (g : ℂ) (S : Finset ℂ) (E : ℂ) : ℂ :=
  1 - g * ∑ a, d a / (e a - E) - 2 * g * ∑ F ∈ S.erase E, 1 / (E - F)
```

## (a) Commutators of sums over levels

Given $[X_a,Y_b]=\delta_{ab}Z_a$, show that
$$\Big[\sum_a x_aX_a,\sum_b y_bY_b\Big]=\sum_a x_ay_aZ_a.$$

**Solution.** Bilinearity gives $\sum_{a,b}x_ay_b\,\delta_{ab}Z_a$, and only $a=b$ survives. In Lean, `h1` is the identity for one pair $(a,b)$.

```lean
variable {Kp Km Kz : ι → End ℂ V} {e d : ι → ℂ} {v : V}

local notation "B" => pairCreator Kp e
local notation "Φ" => pairState Kp e v

/-- If operators of different levels commute, the commutator of two weighted sums over levels
is the weighted sum of the commutators within each level. -/
theorem weighted_commutator {X Y Z : ι → End ℂ V} (x y : ι → ℂ)
    (h : ∀ a b, X a * Y b - Y b * X a = if a = b then Z a else 0) :
    (∑ a, x a • X a) * (∑ a, y a • Y a) =
      (∑ a, y a • Y a) * (∑ a, x a • X a) + ∑ a, (x a * y a) • Z a := by
  have h1 : ∀ a b, (x a • X a) * (y b • Y b) =
      (y b • Y b) * (x a • X a) + if a = b then (x a * y a) • Z a else 0 := by
    intro a b
    have h2 := sub_eq_iff_eq_add'.1 (h a b)
    simp only [smul_mul_assoc, mul_smul_comm, smul_smul, h2, smul_add]
    rw [mul_comm (y b) (x a)]
    by_cases hab : a = b
    · subst hab
      simp
    · simp [hab]
  simp only [Finset.sum_mul_sum, h1, Finset.sum_add_distrib, Finset.sum_ite_eq,
    Finset.mem_univ, if_true]
  rw [Finset.sum_comm]
```

## (b) Creators commute

Show that $[\sum_a x_aK^+_a,\sum_b y_bK^+_b]=0$.

**Solution.** Use (a) with $X=Y=K^+$ and $Z=0$.

```lean
/-- Any two weighted sums of raising operators commute. -/
theorem raising_comm (h : PairingAlgebra Kp Km Kz d v) (x y : ι → ℂ) :
    (∑ a, x a • Kp a) * (∑ a, y a • Kp a) = (∑ a, y a • Kp a) * (∑ a, x a • Kp a) := by
  have k := weighted_commutator (X := Kp) (Y := Kp) (Z := fun _ => 0) x y
    (fun a b => by rw [h.raise_raise a b, sub_self]; simp)
  simpa only [smul_zero, Finset.sum_const_zero, add_zero] using k
```

## (c) Adding a pair

For $G\notin S$, show that $\Phi(S\cup G)=B(G)\Phi(S)$.

**Solution.** By (b), neighbouring creators can be swapped, so $B(G)$ can be moved to the front. `perm` proves this by induction on list permutations.

```lean
/-- Adding a pair with a new energy `G` means applying its creator to the pair state. -/
theorem pairState_insert (h : PairingAlgebra Kp Km Kz d v) {G : ℂ} {S : Finset ℂ}
    (hG : G ∉ S) : Φ (insert G S) = B G (Φ S) := by
  -- the ordered product does not depend on the order
  have perm : ∀ {l m : List ℂ}, l.Perm m → (l.map B).prod = (m.map B).prod := by
    intro l m hp
    induction hp with
    | nil => rfl
    | cons x _ ih => rw [List.map_cons, List.map_cons, List.prod_cons, List.prod_cons, ih]
    | swap x y l =>
      simp only [List.map_cons, List.prod_cons]
      rw [← mul_assoc, ← mul_assoc]
      exact congrArg (· * _) (raising_comm h _ _)
    | trans _ _ h1 h2 => exact h1.trans h2
  unfold pairState
  rw [perm (Finset.toList_insert hG), List.map_cons, List.prod_cons, Module.End.mul_apply]
```

## (d) The operator $T(E)$ on a pair state

Let $E\notin S$, with neither $E$ nor any member of $S$ a level energy. Show that
$$T(E)\Phi(S)=\Big(\sum_a\frac{d_a}{e_a-E}+\sum_{F\in S}\frac2{E-F}\Big)\Phi(S)-\sum_{F\in S}\frac2{E-F}B(E)\Phi(S\setminus F).$$

**Solution.** Use induction on $S$. For $S=\emptyset$, insert $K^z_av=-\tfrac{d_a}2v$. To add $G$, use (a) and partial fractions (`key`):
$$[T(E),B(G)]=-\sum_a\frac{2K^+_a}{(e_a-E)(e_a-G)}=-\frac2{E-G}\big(B(E)-B(G)\big).$$
Acting on $\Phi(S)$, the two parts supply the new $F=G$ terms. In the old terms, $B(G)$ commutes past $B(E)$ and joins $\Phi(S\setminus F)$ (`hs`).

```lean
/-- Action of the weighted sum of `-2 Kz` on a pair state, when `E` is not one of its pair
energies and neither `E` nor any pair energy is a level energy. -/
theorem gaudin_pairState (h : PairingAlgebra Kp Km Kz d v) {E : ℂ} {S : Finset ℂ}
    (hE : ∀ a, e a ≠ E) (hES : E ∉ S) (hS : ∀ F ∈ S, ∀ a, e a ≠ F) :
    gaudin Kz e E (Φ S) = (∑ a, d a / (e a - E) + 2 * ∑ F ∈ S, 1 / (E - F)) • Φ S -
      ∑ F ∈ S, (2 / (E - F)) • B E (Φ (S.erase F)) := by
  induction S using Finset.induction_on with
  | empty =>
    have h0 : Φ ∅ = v := by simp [pairState]
    simp only [h0, gaudin, LinearMap.sum_apply, LinearMap.smul_apply, h.weight,
      Finset.sum_empty, mul_zero, add_zero, sub_zero, Finset.sum_smul]
    refine Finset.sum_congr rfl fun a _ => ?_
    rw [smul_smul, smul_smul]
    congr 1
    ring
  | insert G S hG ih =>
    have hEG : E ≠ G := fun q => hES (q ▸ Finset.mem_insert_self G S)
    -- partial fractions turn the commutator into a difference of creators
    have key : gaudin Kz e E * B G =
        B G * gaudin Kz e E + (-(2 / (E - G))) • (B E - B G) := by
      unfold gaudin pairCreator
      rw [weighted_commutator (X := fun a => (-2 : ℂ) • Kz a) (Y := Kp)
        (Z := fun a => (-2 : ℂ) • Kp a) (fun a => (e a - E)⁻¹) (fun a => (e a - G)⁻¹)
        (fun a b => by
          simp only [smul_mul_assoc, mul_smul_comm, ← smul_sub, h.weight_raise]
          split_ifs <;> simp)]
      congr 1
      rw [← Finset.sum_sub_distrib, Finset.smul_sum]
      refine Finset.sum_congr rfl fun a _ => ?_
      have hp := inv_mul_cancel₀ (sub_ne_zero.2 (hE a))
      have hq := inv_mul_cancel₀ (sub_ne_zero.2 (hS G (Finset.mem_insert_self G S) a))
      have hr := inv_mul_cancel₀ (sub_ne_zero.2 hEG)
      rw [← sub_smul, smul_smul, smul_smul]
      congr 1
      linear_combination 2 * (e a - E)⁻¹ * (e a - G)⁻¹ * hr +
        2 * (E - G)⁻¹ * (e a - G)⁻¹ * hp - 2 * (E - G)⁻¹ * (e a - E)⁻¹ * hq
    have k := LinearMap.congr_fun key (Φ S)
    simp only [Module.End.mul_apply, LinearMap.add_apply, LinearMap.smul_apply,
      LinearMap.sub_apply] at k
    have hs : ∑ F ∈ S, (2 / (E - F)) • B E (Φ ((insert G S).erase F)) =
        ∑ F ∈ S, B G ((2 / (E - F)) • B E (Φ (S.erase F))) := by
      refine Finset.sum_congr rfl fun F hF => ?_
      rw [Finset.erase_insert_of_ne (ne_of_mem_of_not_mem hF hG).symm,
        pairState_insert h (fun q => hG (Finset.mem_of_mem_erase q)), map_smul]
      exact congrArg _ (LinearMap.congr_fun (raising_comm h _ _) _)
    rw [pairState_insert h hG, k, ih (fun q => hES (Finset.mem_insert_of_mem q))
      (fun F hF => hS F (Finset.mem_insert_of_mem hF)), map_sub, map_smul, map_sum]
    simp only [Finset.sum_insert hG, Finset.erase_insert hG]
    rw [hs]
    module
```

## (e) The Hamiltonian at arbitrary pair energies

With no member of $S$ a level energy, show that
$$H\Phi(S)=\Big(\sum_{E\in S}E\Big)\Phi(S)+K^+\sum_{E\in S}D_S(E)\,\Phi(S\setminus E).$$

**Solution.** For $S=\emptyset$, $Hv=0$. To add $G$, note that $e_a/(e_a-G)=1+G/(e_a-G)$, so (a) gives
$$[H_0,B(G)]=K^++G\,B(G),\qquad [K^-,B(G)]=T(G).$$
Hence (`k`)
$$HB(G)\Phi(S)=B(G)H\Phi(S)+G\,B(G)\Phi(S)+K^+\big(1-gT(G)\big)\Phi(S).$$
By (d), with $S'=S\cup G$,
$$(1-gT(G))\Phi(S)=D_{S'}(G)\Phi(S)+\sum_{E\in S}\frac{2g}{G-E}B(G)\Phi(S\setminus E).$$
Since $D_{S'}(E)=D_S(E)+2g/(G-E)$ for $E\in S$, the last sum updates the old coefficients (`hs`).

```lean
/-- The Hamiltonian on a pair state whose pair energies are arbitrary except that none is a
level energy: the sum of pair energies, plus one unwanted term per pair. -/
theorem hamiltonian_pairState (h : PairingAlgebra Kp Km Kz d v) (g : ℂ) {S : Finset ℂ}
    (hS : ∀ F ∈ S, ∀ a, e a ≠ F) :
    hamiltonian Kp Km Kz e d g (Φ S) = (∑ E ∈ S, E) • Φ S +
      (∑ a, Kp a) (∑ E ∈ S, defect e d g S E • Φ (S.erase E)) := by
  induction S using Finset.induction_on with
  | empty =>
    have h0 : Φ ∅ = v := by simp [pairState]
    simp [h0, hamiltonian, levelEnergy, LinearMap.sum_apply, h.weight, h.lowest]
  | insert G S hG ih =>
    have hS' : ∀ F ∈ S, ∀ a, e a ≠ F := fun F hF => hS F (Finset.mem_insert_of_mem hF)
    have hG' := hS G (Finset.mem_insert_self G S)
    -- commutators of the new creator with the level energy, `K-` and `K+`
    have key : levelEnergy Kz e d * B G =
        B G * levelEnergy Kz e d + (∑ a, Kp a + G • B G) := by
      unfold levelEnergy pairCreator
      rw [weighted_commutator (X := fun a => Kz a + (d a / 2) • (1 : End ℂ V))
        (Y := Kp) (Z := Kp) e (fun a => (e a - G)⁻¹) (fun a b => by
          rw [← h.weight_raise a b]
          simp only [add_mul, mul_add, smul_mul_assoc, mul_smul_comm, one_mul, mul_one]
          abel)]
      congr 1
      rw [Finset.smul_sum, ← Finset.sum_add_distrib]
      refine Finset.sum_congr rfl fun a _ => ?_
      have he : e a * (e a - G)⁻¹ = 1 + G * (e a - G)⁻¹ := by
        linear_combination inv_mul_cancel₀ (sub_ne_zero.2 (hG' a))
      rw [he, add_smul, one_smul, mul_smul]
    have k1 : levelEnergy Kz e d (B G (Φ S)) = B G (levelEnergy Kz e d (Φ S)) +
        ((∑ a, Kp a) (Φ S) + G • B G (Φ S)) := LinearMap.congr_fun key _
    have low := weighted_commutator (Z := fun a => (-2 : ℂ) • Kz a)
      (fun _ => 1) (fun a => (e a - G)⁻¹) h.lower_raise
    have hc := raising_comm h (fun a => (e a - G)⁻¹) (fun _ => 1)
    simp only [one_smul, one_mul] at low hc
    have k2 : (∑ a, Km a) (B G (Φ S)) = B G ((∑ a, Km a) (Φ S)) + gaudin Kz e G (Φ S) :=
      LinearMap.congr_fun low _
    have k3 : ∀ x, B G ((∑ a, Kp a) x) = (∑ a, Kp a) (B G x) :=
      fun x => LinearMap.congr_fun hc x
    have k : hamiltonian Kp Km Kz e d g (B G (Φ S)) =
        B G (hamiltonian Kp Km Kz e d g (Φ S)) + G • B G (Φ S) +
          (∑ a, Kp a) (Φ S - g • gaudin Kz e G (Φ S)) := by
      simp only [hamiltonian, LinearMap.sub_apply, LinearMap.smul_apply,
        Module.End.mul_apply, k1, k2, map_sub, map_add, map_smul, k3]
      module
    have hs : ∑ E ∈ S, defect e d g (insert G S) E • Φ ((insert G S).erase E) =
        B G (∑ E ∈ S, defect e d g S E • Φ (S.erase E)) +
          g • ∑ E ∈ S, (2 / (G - E)) • B G (Φ (S.erase E)) := by
      rw [map_sum, Finset.smul_sum, ← Finset.sum_add_distrib]
      refine Finset.sum_congr rfl fun E hE => ?_
      have hn : G ∉ S.erase E := fun q => hG (Finset.mem_of_mem_erase q)
      have hf : 1 / (E - G) = -(1 / (G - E)) := by rw [← neg_sub G E, div_neg]
      simp only [defect]
      rw [Finset.erase_insert_of_ne (ne_of_mem_of_not_mem hE hG).symm,
        pairState_insert h hn, map_smul, Finset.sum_insert hn, hf]
      module
    rw [pairState_insert h hG, k, ih hS', gaudin_pairState h hG' hG hS',
      Finset.sum_insert hG, Finset.sum_insert hG, hs]
    simp only [defect, Finset.erase_insert hG, map_add, map_sub, map_smul, k3]
    module
```

## (f) Richardson's equations

Suppose also that every $E\in S$ satisfies
$$1-g\sum_a\frac{d_a}{e_a-E}=2g\sum_{F\in S\setminus E}\frac1{E-F}.$$
Show that $u=\Phi(S)$ satisfies $Hu=(\sum_{E\in S}E)u$.

**Solution.** Every $D_S(E)$ in (e) is zero.

```lean
/-- Richardson's solution: if distinct pair energies, none equal to a level energy, satisfy
Richardson's equations, the pair state satisfies `H u = (∑ E) u`. -/
theorem richardson (h : PairingAlgebra Kp Km Kz d v) (g : ℂ) {S : Finset ℂ}
    (hS : ∀ E ∈ S, ∀ a, e a ≠ E)
    (hR : ∀ E ∈ S, 1 - g * ∑ a, d a / (e a - E) = 2 * g * ∑ F ∈ S.erase E, 1 / (E - F)) :
    hamiltonian Kp Km Kz e d g (pairState Kp e v S) =
      (∑ E ∈ S, E) • pairState Kp e v S := by
  -- every unwanted term has coefficient zero
  have hz : ∀ E ∈ S, defect e d g S E • Φ (S.erase E) = 0 := fun E hE => by
    rw [defect, sub_eq_zero.2 (hR E hE), zero_smul]
  rw [hamiltonian_pairState h g hS, Finset.sum_eq_zero hz, map_zero, add_zero]
```

This makes $u$ an eigenvector when $u\neq0$; the theorem does not say when that holds, or whether the equations have solutions.

The smallest case, $S=\emptyset$, is $Hv=0$. For one pair in one level, $HK^+v=(e-gd)K^+v$, and Richardson's equation reads $E=e-gd$. Without that equation the conclusion can fail: for a level that holds at most one pair, with $d=g=1$, $e=0$, the choice $E=1$ gives $u=-K^+v\ne0$ and $Hu=-u$, not $u$.

## (g) Two spin-1/2 levels

Realise the relations on $2\times2$ matrices $X$, with $K^-_av=0$ and $K^z_av=-\tfrac12v$ for a nonzero $v$.

**Solution.** The spin here is not that of an electron: down is a level without a pair, up a level with one pair. Let the first spin act on the row index, $X\mapsto AX$, and the second on the column index, $X\mapsto XA^{\mathsf T}$, where $A$ is the spin-1/2 matrix of $K^+$, $K^-$ or $K^z$. The two actions commute, and each obeys the spin relations. Take $v$ with its single entry 1 at "both down"; then $d_a=1$. Lean compares matrix entries.

```lean
/-- Two spin-1/2 levels, acting on 2×2 matrices by left and by right multiplication, satisfy
the relations with `d = 1` for both levels. -/
theorem pairingAlgebra_witness :
    PairingAlgebra (V := Matrix (Fin 2) (Fin 2) ℂ)
      ![LinearMap.mulLeft ℂ !![0, 1; 0, 0], LinearMap.mulRight ℂ !![0, 0; 1, 0]]
      ![LinearMap.mulLeft ℂ !![0, 0; 1, 0], LinearMap.mulRight ℂ !![0, 1; 0, 0]]
      ![LinearMap.mulLeft ℂ !![1 / 2, 0; 0, -1 / 2],
        LinearMap.mulRight ℂ !![1 / 2, 0; 0, -1 / 2]]
      (fun _ => 1) !![0, 0; 0, 1] := by
  refine ⟨fun a b => ?_, fun a b => ?_, fun a b => ?_, fun a => ?_, fun a => ?_⟩
  -- the three operator relations, entry by entry on a general matrix
  iterate 3
    fin_cases a <;> fin_cases b <;> refine LinearMap.ext fun X => ?_ <;> ext i j <;>
      fin_cases i <;> fin_cases j <;>
      simp [Matrix.mul_apply, Matrix.vecMul, dotProduct, Fin.sum_univ_two] <;> ring
  -- the two conditions on the vector
  iterate 2
    fin_cases a <;> ext i j <;> fin_cases i <;> fin_cases j <;>
      simp [Matrix.mul_apply, Fin.sum_univ_two] <;> ring

end

end RichardsonPairing
```

```lean
#print axioms RichardsonPairing.hamiltonian_pairState
#print axioms RichardsonPairing.richardson
```

```
'RichardsonPairing.hamiltonian_pairState' depends on axioms: [propext, Classical.choice, Quot.sound]
'RichardsonPairing.richardson' depends on axioms: [propext, Classical.choice, Quot.sound]
```
